# For one real occupied orbital, the commutator of two tangent density variations has squared norm half their Gram determinant

The idempotent density matrices searched by an SCF optimiser form, in general, a curved space: a search direction carried around a small closed loop by parallel transport can come back turned. The turning is governed by the commutator of the two variations that span the loop. With several occupied orbitals, the lengths of the variations and the angle between them do not in general determine the size of that commutator. For a single real occupied orbital in a finite orthonormal basis, they do.

Let $u$ be a real vector with $u\cdot u=1$, and let $P=uu^T$. If $X$ and $Y$ are symmetric and satisfy $PX+XP=X$ and $PY+YP=Y$, then

$$\|XY-YX\|^2=\tfrac12\left(\operatorname{tr}(X^2)\operatorname{tr}(Y^2)-\operatorname{tr}(XY)^2\right),$$

where $\|M\|^2=\sum_{ij}M_{ij}^2$. The bracket on the right is the Gram determinant of $X$ and $Y$ in the trace metric $\operatorname{tr}(XY)$. The main hypotheses are examined below, with small counterexamples that are checked by hand and not proved in Lean.

## One occupied orbital, real and in an orthonormal basis

The index type `n` labels a finite set of orthonormal basis functions, and `u` holds the real coefficients of the occupied orbital. The matrix `density u` is $P$.

```lean
import Mathlib

open Matrix

namespace OneElectronCurvature

noncomputable section

variable {n : Type*} [Fintype n]

/-- The one-electron density matrix `u uᵀ` of a real orbital `u`. -/
def density (u : n → ℝ) : Matrix n n ℝ := Matrix.vecMulVec u u
```

The predicate `IsTangent u X` contains both conditions on a variation. It is an algebraic condition, with no curve of density matrices behind it. The matrix `mix u x` is $xu^T+ux^T$, the first-order change of $P$ when $x$ is mixed into $u$.

```lean
/-- The matrix `X` is symmetric and satisfies `P X + X P = X`, where `P` is `density u`. -/
def IsTangent (u : n → ℝ) (X : Matrix n n ℝ) : Prop :=
  Xᵀ = X ∧ density u * X + X * density u = X

/-- The variation `x uᵀ + u xᵀ` that mixes the vector `x` into the orbital `u`. -/
def mix (u x : n → ℝ) : Matrix n n ℝ := Matrix.vecMulVec x u + Matrix.vecMulVec u x
```

The remaining definitions are the commutator, the squared Frobenius norm, the Gram determinant and the sectional curvature.

```lean
/-- The commutator `X Y - Y X`. -/
def comm (X Y : Matrix n n ℝ) : Matrix n n ℝ := X * Y - Y * X

/-- The squared Frobenius norm, the sum of all squared matrix elements. -/
def frobSq (M : Matrix n n ℝ) : ℝ := ∑ i, ∑ j, M i j ^ 2

/-- The Gram determinant of two variations in the trace metric. -/
def gram (X Y : Matrix n n ℝ) : ℝ :=
  Matrix.trace (X * X) * Matrix.trace (Y * Y) - Matrix.trace (X * Y) ^ 2

/-- The sectional curvature of the plane of `X` and `Y` in the trace metric, with the
curvature tensor `R(X, Y) Z = [[X, Y], Z]` of the manifold of projectors. -/
def sectionalCurvature (X Y : Matrix n n ℝ) : ℝ :=
  Matrix.trace (comm (comm X Y) Y * X) / gram X Y
```

The curvature tensor $R(X,Y)Z=[[X,Y],Z]$ is put in as a definition and is not derived from a connection. The metric also fixes a factor: $\operatorname{tr}(XY)$ is twice the overlap of the vectors mixed in, so the curvature will be $1/2$, where the overlap itself as metric would give $1$.

The derivation uses the single orbital whenever $P$ is written as one outer product. With two occupied orbitals and at least two virtual ones the formula can fail. In four dimensions, let $X$ mix orbital 3 into occupied orbital 1, and let $Y$ mix orbital 4 into occupied orbital 2, each with unit amplitude. They commute, but half their Gram determinant is $2$. Real coefficients matter as well. For complex ones the variation is $xu^\dagger+ux^\dagger$, and the squared norm sums $|M_{ij}|^2$. With $u=(1,0)$, mixing in $(0,1)$ and $(0,i)$ gives two variations whose commutator has squared norm $8$, while half their Gram determinant is again $2$.

## The variation preserves idempotency to first order

Differentiating $P^2=P$ gives $PX+XP=X$. Physically, $X$ couples the occupied orbital to virtual ones and changes neither the occupation nor the virtual block at first order.

By hand, the condition fixes the form of $X$. Since $P=uu^T$ and $X$ is symmetric,

$$X=PX+XP=u(Xu)^T+(Xu)u^T=xu^T+ux^T,\qquad x=Xu.$$

Taking the expectation value in $u$ gives $u\cdot x=u^TXu=2(u\cdot x)(u\cdot u)=2\,u\cdot x$, hence $u\cdot x=0$.

The lemma `outer_mul` supplies the rule $(ab^T)(cd^T)=(b\cdot c)\,ad^T$ for the later products. In `tangent_eq_mix`, `h1` uses symmetry to identify $u^TX$ with $Xu$, `hform` is the displayed form, and `h2` is the expectation value, from which `linarith` extracts the orthogonality.

```lean
/-- The product of two outer products is an outer product weighted by the inner overlap. -/
theorem outer_mul (a b c d : n → ℝ) :
    Matrix.vecMulVec a b * Matrix.vecMulVec c d = (b ⬝ᵥ c) • Matrix.vecMulVec a d := by
  ext i j
  simp only [Matrix.mul_apply, Matrix.vecMulVec_apply, Matrix.smul_apply, smul_eq_mul,
    dotProduct, Finset.sum_mul]
  exact Finset.sum_congr rfl fun k _ => by ring

/-- Every tangent variation at a normalised orbital `u` mixes in a vector orthogonal to `u`. -/
theorem tangent_eq_mix {u : n → ℝ} (hu : u ⬝ᵥ u = 1) {X : Matrix n n ℝ}
    (hX : IsTangent u X) : ∃ x : n → ℝ, u ⬝ᵥ x = 0 ∧ X = mix u x := by
  have h1 : u ᵥ* X = X *ᵥ u := by rw [← Matrix.mulVec_transpose, hX.1]
  have h := hX.2
  rw [density, Matrix.vecMulVec_mul, Matrix.mul_vecMulVec, h1] at h
  have hform : X = mix u (X *ᵥ u) := h.symm.trans (add_comm _ _)
  refine ⟨X *ᵥ u, ?_, hform⟩
  have outer_mulVec : ∀ a b c : n → ℝ,
      Matrix.vecMulVec a b *ᵥ c = (b ⬝ᵥ c) • a := by
    intro a b c
    ext i
    simp only [Matrix.mulVec, dotProduct, Matrix.vecMulVec_apply, Pi.smul_apply,
      smul_eq_mul, Finset.sum_mul]
    exact Finset.sum_congr rfl fun k _ => by ring
  -- the expectation value of `X` in `u` equals twice itself
  have h2 := congrArg (fun M : Matrix n n ℝ => u ⬝ᵥ (M *ᵥ u)) hform
  simp only [mix, Matrix.add_mulVec, outer_mulVec, dotProduct_add, dotProduct_smul,
    smul_eq_mul, hu, dotProduct_comm (X *ᵥ u) u] at h2
  linarith
```

Symmetry alone is not enough. In two dimensions with $u=(1,0)$, take

$$X=\begin{pmatrix}0&1\\1&0\end{pmatrix},\qquad Y=\begin{pmatrix}1&0\\0&-1\end{pmatrix}.$$

Here $Y$ violates the condition. The squared norm of the commutator is $8$, while half the Gram determinant is $2$.

## The orbital is normalised

The condition $u\cdot u=1$ gives $P$ unit trace and makes it a projector. It was used above to obtain $u\cdot x=0$, and it is used again in the product of two variations. With $Y=yu^T+uy^T$ and $u\cdot y=0$,

$$XY=(u\cdot y)\,xu^T+(u\cdot u)\,xy^T+(x\cdot y)\,uu^T+(x\cdot u)\,uy^T=xy^T+(x\cdot y)P.$$

The trace is $\operatorname{tr}(XY)=x\cdot y+(x\cdot y)(u\cdot u)=2\,x\cdot y$. These are `mix_mul` and `trace_mix`, where `hu` enters as a rewriting rule.

```lean
/-- The product of two variations, each mixing in a vector orthogonal to the orbital. -/
theorem mix_mul {u x y : n → ℝ} (hu : u ⬝ᵥ u = 1) (hx : u ⬝ᵥ x = 0) (hy : u ⬝ᵥ y = 0) :
    mix u x * mix u y = Matrix.vecMulVec x y + (x ⬝ᵥ y) • Matrix.vecMulVec u u := by
  have hx' : x ⬝ᵥ u = 0 := by rw [dotProduct_comm, hx]
  simp only [mix, add_mul, mul_add, outer_mul, hu, hy, hx']
  module

/-- For two vectors orthogonal to a normalised orbital, the trace metric of the variations that mix
them in is twice their overlap. -/
theorem trace_mix {u x y : n → ℝ} (hu : u ⬝ᵥ u = 1) (hx : u ⬝ᵥ x = 0) (hy : u ⬝ᵥ y = 0) :
    Matrix.trace (mix u x * mix u y) = 2 * (x ⬝ᵥ y) := by
  have ht : ∀ a b : n → ℝ, Matrix.trace (Matrix.vecMulVec a b) = a ⬝ᵥ b := by
    intro a b
    simp only [Matrix.trace, Matrix.diag_apply, Matrix.vecMulVec_apply, dotProduct]
  rw [mix_mul hu hx hy, Matrix.trace_add, Matrix.trace_smul, ht, ht, hu, smul_eq_mul]
  ring
```

Without normalisation the theorem loses its content but not its truth. If $u\cdot u\neq1$, the equation $PX+XP=X$ has only the solution $X=0$, except at $u\cdot u=1/2$, where the multiples of $P$ survive. All admissible variations are then proportional, and both sides vanish.

## All variations belong to the same density matrix

The curvature tensor takes a third variation $Z$, which must be tangent at the same $u$, so $Z=zu^T+uz^T$ with $u\cdot z=0$. Subtracting the two orders of the product gives

$$C=[X,Y]=xy^T-yx^T,$$

a rotation generator among the virtual orbitals, with $Cu=0$ and $u^TC=0$. Therefore

$$CZ=(y\cdot z)\,xu^T-(x\cdot z)\,yu^T,\qquad ZC=(x\cdot z)\,uy^T-(y\cdot z)\,ux^T,$$

and the difference is

$$[[X,Y],Z]=(y\cdot z)X-(x\cdot z)Y=\tfrac12\left(\operatorname{tr}(YZ)X-\operatorname{tr}(XZ)Y\right).$$

In `double_commutator`, the three `obtain` lines replace the tangent matrices by their mixing vectors, `hc` is the formula for $C$, and `module` collects the outer products that remain after expansion.

```lean
/-- For tangent variations at a normalised orbital, the double commutator satisfies `[[X, Y], Z] =
(tr(Y Z) X - tr(X Z) Y) / 2`. -/
theorem double_commutator {u : n → ℝ} (hu : u ⬝ᵥ u = 1) {X Y Z : Matrix n n ℝ}
    (hX : IsTangent u X) (hY : IsTangent u Y) (hZ : IsTangent u Z) :
    comm (comm X Y) Z =
      (1 / 2 : ℝ) • (Matrix.trace (Y * Z) • X - Matrix.trace (X * Z) • Y) := by
  obtain ⟨x, hx, rfl⟩ := tangent_eq_mix hu hX
  obtain ⟨y, hy, rfl⟩ := tangent_eq_mix hu hY
  obtain ⟨z, hz, rfl⟩ := tangent_eq_mix hu hZ
  have hx' : x ⬝ᵥ u = 0 := by rw [dotProduct_comm, hx]
  have hy' : y ⬝ᵥ u = 0 := by rw [dotProduct_comm, hy]
  -- the inner commutator is an antisymmetric combination of outer products of `x` and `y`
  have hc : comm (mix u x) (mix u y) = Matrix.vecMulVec x y - Matrix.vecMulVec y x := by
    rw [comm, mix_mul hu hx hy, mix_mul hu hy hx, dotProduct_comm y x]
    abel
  rw [hc, trace_mix hu hy hz, trace_mix hu hx hz]
  simp only [comm, mix, sub_mul, mul_sub, add_mul, mul_add, outer_mul, hx, hy, hx', hy',
    dotProduct_comm z x, dotProduct_comm z y]
  module
```

The condition on $Z$ matters. In three dimensions with $u=e_1$, let $X$ mix in $e_2$, let $Y$ mix in $e_3$, and take $Z=e_2e_2^T$, a change within the virtual block. The left side is $-(e_2e_3^T+e_3e_2^T)$, whereas both traces on the right vanish.

## The variations are symmetric

A real density matrix is symmetric, and so are its variations. Symmetry was used above to write $X$ with a single vector $x$. It is used a second time to turn the norm into a trace. Since $C^T=YX-XY$,

$$\|C\|^2=\operatorname{tr}(CC^T)=\operatorname{tr}(CYX)-\operatorname{tr}(CXY).$$

Cyclicity gives $\operatorname{tr}(XCY)=\operatorname{tr}(CYX)$, so the right side equals $-\operatorname{tr}([C,X]Y)$. A sign is easily lost here by writing the squared norm as $\operatorname{tr}(C^2)$, as one may for a symmetric matrix. The commutator of two symmetric matrices is antisymmetric, and $\operatorname{tr}(C^2)=-\|C\|^2$.

The lemma `frobSq_comm` needs only the symmetry of $X$ and $Y$, not the tangent condition. Its `hf` is the trace form of the norm, `ht` is the transpose of the commutator, and `hcyc` is the cyclic step.

```lean
/-- For symmetric matrices the squared norm of the commutator is minus the trace of `[[X, Y], X] Y`.
-/
theorem frobSq_comm {X Y : Matrix n n ℝ} (hX : Xᵀ = X) (hY : Yᵀ = Y) :
    frobSq (comm X Y) = -Matrix.trace (comm (comm X Y) X * Y) := by
  have hf : ∀ M : Matrix n n ℝ, frobSq M = Matrix.trace (M * Mᵀ) := by
    intro M
    simp only [frobSq, Matrix.trace, Matrix.diag_apply, Matrix.mul_apply,
      Matrix.transpose_apply, sq]
  have ht : (comm X Y)ᵀ = Y * X - X * Y := by
    rw [comm, Matrix.transpose_sub, Matrix.transpose_mul, Matrix.transpose_mul, hX, hY]
  rw [hf, ht]
  generalize comm X Y = C
  -- cyclicity of the trace moves `X` to the right
  have hcyc : Matrix.trace (X * C * Y) = Matrix.trace (C * Y * X) := by
    rw [mul_assoc, Matrix.trace_mul_comm]
  rw [comm, sub_mul, mul_sub, Matrix.trace_sub, Matrix.trace_sub, hcyc,
    ← mul_assoc, ← mul_assoc]
  ring
```

Setting $Z=X$ in the double commutator now gives the result:

$$\|C\|^2=-\tfrac12\operatorname{tr}\left(\left(\operatorname{tr}(XY)X-\operatorname{tr}(X^2)Y\right)Y\right)=\tfrac12\left(\operatorname{tr}(X^2)\operatorname{tr}(Y^2)-\operatorname{tr}(XY)^2\right).$$

The theorem `commutator_norm` makes the same substitution in `h`. In its statement, `hu` is the normalisation, and `hX` and `hY` each carry both the symmetry and the idempotency condition.

```lean
/-- For one occupied orbital, the squared Frobenius norm of the commutator of two tangent
variations is half their Gram determinant in the trace metric. -/
theorem commutator_norm {u : n → ℝ} (hu : u ⬝ᵥ u = 1) {X Y : Matrix n n ℝ}
    (hX : IsTangent u X) (hY : IsTangent u Y) :
    frobSq (X * Y - Y * X) =
      (Matrix.trace (X * X) * Matrix.trace (Y * Y) - Matrix.trace (X * Y) ^ 2) / 2 := by
  have h := frobSq_comm hX.1 hY.1
  rw [double_commutator hu hX hY hX, Matrix.trace_mul_comm Y X] at h
  simp only [Matrix.smul_mul, sub_mul, Matrix.trace_smul, Matrix.trace_sub,
    smul_eq_mul] at h
  change frobSq (comm X Y) = _
  rw [h]
  ring
```

Without symmetry the right side can even be negative. For $u=e_1$, the matrices $X=e_2e_1^T$ and $Y=e_1e_2^T$ both satisfy the idempotency condition. Their commutator has squared norm $2$, but $\operatorname{tr}(X^2)=\operatorname{tr}(Y^2)=0$ and $\operatorname{tr}(XY)=1$, so the formula would give $-1/2$.

For an instance where every condition is met, take $u=(1,0,0)$, $x=(0,1,2)$ and $y=(0,3,1)$, that is,

$$X=\begin{pmatrix}0&1&2\\1&0&0\\2&0&0\end{pmatrix},\qquad Y=\begin{pmatrix}0&3&1\\3&0&0\\1&0&0\end{pmatrix}.$$

Then $\operatorname{tr}(X^2)=10$, $\operatorname{tr}(Y^2)=20$ and $\operatorname{tr}(XY)=10$, so the right side is $(200-100)/2=50$. The only non-zero entries of $XY-YX$ are $-5$ and $5$, in positions $(2,3)$ and $(3,2)$, and their squares also add up to $50$.

## The two variations span a plane

Sectional curvature belongs to a two-dimensional plane of variations, so $X$ and $Y$ must be linearly independent. In the trace metric on symmetric matrices this means a non-zero Gram determinant, the hypothesis `hg`. The norm formula does not need it: for proportional variations both of its sides are zero.

Setting $Z=Y$ in the double commutator and contracting with $X$ gives

$$\operatorname{tr}([[X,Y],Y]X)=\tfrac12\left(\operatorname{tr}(Y^2)\operatorname{tr}(X^2)-\operatorname{tr}(XY)^2\right).$$

Division by the Gram determinant leaves $1/2$, whatever the plane and whatever the number of basis functions. In `sectionalCurvature_eq_half`, `h` is this contraction, and `hg` is used only for the division.

```lean
/-- For one occupied orbital, the sectional curvature in the trace metric is `1/2` on every
tangent plane spanned by variations with non-zero Gram determinant. -/
theorem sectionalCurvature_eq_half {u : n → ℝ} (hu : u ⬝ᵥ u = 1) {X Y : Matrix n n ℝ}
    (hX : IsTangent u X) (hY : IsTangent u Y) (hg : gram X Y ≠ 0) :
    sectionalCurvature X Y = 1 / 2 := by
  have h : Matrix.trace (comm (comm X Y) Y * X) = 1 / 2 * gram X Y := by
    rw [double_commutator hu hX hY hY]
    simp only [Matrix.smul_mul, sub_mul, Matrix.trace_smul, Matrix.trace_sub,
      smul_eq_mul, gram, Matrix.trace_mul_comm Y X]
    ring
  rw [sectionalCurvature, h, mul_div_assoc, div_self hg, mul_one]
```

If the Gram determinant is zero, Lean's division returns $0$, and the stated value $1/2$ would be false. With two basis functions there is only one independent variation, so no plane exists; the first case with a plane has three. There, `tangent_witness` checks a normalised orbital and two tangent variations with Gram determinant $4$, entry by entry, so the curvature theorem does apply to something.

```lean
/-- In three dimensions, mixing the first basis orbital with the second and with the third
gives two tangent variations with Gram determinant `4`. -/
theorem tangent_witness :
    (![1, 0, 0] : Fin 3 → ℝ) ⬝ᵥ ![1, 0, 0] = 1 ∧
    IsTangent ![1, 0, 0] !![0, 1, 0; 1, 0, 0; 0, 0, 0] ∧
    IsTangent ![1, 0, 0] !![0, 0, 1; 0, 0, 0; 1, 0, 0] ∧
    gram !![0, 1, 0; 1, 0, 0; 0, 0, 0] !![0, 0, 1; 0, 0, 0; 1, 0, 0] = 4 := by
  refine ⟨?_, ⟨?_, ?_⟩, ⟨?_, ?_⟩, ?_⟩
  · simp [dotProduct, Fin.sum_univ_succ]
  · ext i j
    fin_cases i <;> fin_cases j <;> simp [Matrix.transpose_apply]
  · ext i j
    simp only [density, Matrix.add_apply, Matrix.mul_apply, Matrix.vecMulVec_apply,
      Fin.sum_univ_three]
    fin_cases i <;> fin_cases j <;> simp
  · ext i j
    fin_cases i <;> fin_cases j <;> simp [Matrix.transpose_apply]
  · ext i j
    simp only [density, Matrix.add_apply, Matrix.mul_apply, Matrix.vecMulVec_apply,
      Fin.sum_univ_three]
    fin_cases i <;> fin_cases j <;> simp
  · norm_num [gram, Matrix.trace, Matrix.diag_apply, Matrix.mul_apply, Fin.sum_univ_succ]

end

end OneElectronCurvature
```

```lean
#print axioms OneElectronCurvature.commutator_norm
#print axioms OneElectronCurvature.sectionalCurvature_eq_half
```

```
'OneElectronCurvature.commutator_norm' depends on axioms: [propext, Classical.choice, Quot.sound]
'OneElectronCurvature.sectionalCurvature_eq_half' depends on axioms: [propext, Classical.choice, Quot.sound]
```
